# In an inner-product space, a bounded projector other than 0 and 1 has the same norm as its complement

On $\mathbb C^2$, let $P(x_1,x_2)=(x_1+\tfrac34x_2,\,0)$. Applying $P$ twice is the same as applying it once, and its range and kernel are not orthogonal. The vector $x=(4,3)$, of length $5$, splits into

$$u=Px=(\tfrac{25}{4},0),\qquad v=x-Px=(-\tfrac94,3),$$

with lengths $\tfrac{25}{4}$ and $\tfrac{15}{4}$. So $P$ stretches $x$ by $\tfrac54$. Now exchange the two lengths and keep the directions:

$$u'=(\tfrac{15}{4},0),\qquad v'=(-\tfrac{15}{4},5),\qquad u'+v'=(0,5).$$

The sum still has length $5$, but $1-P$ maps it to $v'$, of length $\tfrac{25}{4}$. The complement stretches this vector by the same $\tfrac54$.

## The identity and its use in deflation

Let $P$ be a continuous linear map on a complex inner-product space with $P^2=P$, $P\neq0$ and $P\neq1$. Then, in operator norm,

$$\|P\|=\|1-P\|.$$

A non-Hermitian eigensolver may remove a converged right eigenvector $a$ by applying $1-|a\rangle\langle b|$, where $b$ is the left eigenvector for the same eigenvalue, scaled to $\langle b,a\rangle=1$. For a simple eigenvalue this scaling is always possible. In dimension at least two, this step can amplify an input error by up to $\|a\|\,\|b\|$, the same factor as for $|a\rangle\langle b|$ itself. For unit vectors $\hat a,\hat b$ along $a,b$, the factor is $1/|\langle\hat b,\hat a\rangle|$, which is large when left and right eigenvectors are nearly orthogonal.

## Exchanging lengths, step by step

For nonzero $u,v$, put $u'=\frac{\|v\|}{\|u\|}u$ and $v'=\frac{\|u\|}{\|v\|}v$. The real factors cancel in $\langle u',v'\rangle=\langle u,v\rangle$, so

$$\|u'+v'\|^2=\|v\|^2+\|u\|^2+2\,\mathrm{Re}\langle u,v\rangle=\|u+v\|^2.$$

A nonzero projector has norm at least one, since $\|P\|=\|P^2\|\le\|P\|^2$.

Take any $x$, with $u=Px$ and $v=x-Px$. If both are nonzero, then $(1-P)(u'+v')=v'$, and

$$\|Px\|=\|v'\|\le\|1-P\|\,\|u'+v'\|=\|1-P\|\,\|x\|.$$

If $u=0$, the bound is trivial. If $v=0$, then $Px=x$, and the bound follows from $\|1-P\|\ge1$. Hence $\|P\|\le\|1-P\|$, and the same argument for $1-P$ gives the reverse.

The norm also limits the overlap between the range and the kernel of $P$. Let $Pu=u$, $Pv=0$, $v\ne0$, and set $w=\|v\|^2u-\langle v,u\rangle v$. Then $Pw=\|v\|^2u$ and $\|w\|^2=\|v\|^2(\|u\|^2\|v\|^2-|\langle u,v\rangle|^2)$. Squaring $\|Pw\|\le\|P\|\|w\|$ and dividing by $\|v\|^2$ gives

$$\|P\|^2|\langle u,v\rangle|^2\le(\|P\|^2-1)\|u\|^2\|v\|^2,$$

which also holds for $v=0$. If $\|P\|=1$, the overlap vanishes. Conversely, orthogonality gives $\|x\|^2=\|Px\|^2+\|x-Px\|^2$, so a nonzero $P$ has norm one.

For $P=|a\rangle\langle b|$, Cauchy–Schwarz gives $\|P\|\le\|a\|\|b\|$, attained at $x=b$. With $\langle b,a\rangle=1$, $P^2=P$ and $Pa=a\ne0$; a nonzero $c\perp b$ has $Pc=0$, so $P\ne1$. The identity then gives $\|1-P\|=\|a\|\|b\|$.

In Lean 4 with Mathlib:

```lean
import Mathlib

open ComplexConjugate

namespace ObliqueProjectorNorm

noncomputable section

variable {H : Type*} [NormedAddCommGroup H] [InnerProductSpace ℂ H]

/-- A nonzero vector `u` rescaled by `‖w‖ / ‖u‖` has the length of `w`. -/
lemma norm_rescale {u : H} (hu : u ≠ 0) (w : H) :
    ‖((‖w‖ / ‖u‖ : ℝ) : ℂ) • u‖ = ‖w‖ := by
  have hu' : ‖u‖ ≠ 0 := norm_ne_zero_iff.mpr hu
  rw [norm_smul, Complex.norm_real, Real.norm_of_nonneg (by positivity),
    div_mul_cancel₀ _ hu']

/-- If two nonzero vectors exchange their lengths and keep their directions,
the length of their sum does not change. -/
theorem norm_exchange {u v : H} (hu : u ≠ 0) (hv : v ≠ 0) :
    ‖((‖v‖ / ‖u‖ : ℝ) : ℂ) • u + ((‖u‖ / ‖v‖ : ℝ) : ℂ) • v‖ = ‖u + v‖ := by
  have hu' : ‖u‖ ≠ 0 := norm_ne_zero_iff.mpr hu
  have hv' : ‖v‖ ≠ 0 := norm_ne_zero_iff.mpr hv
  have hrs : (‖v‖ / ‖u‖) * (‖u‖ / ‖v‖) = 1 := by field_simp
  -- the two scale factors cancel in the overlap
  have hin : inner ℂ (((‖v‖ / ‖u‖ : ℝ) : ℂ) • u) (((‖u‖ / ‖v‖ : ℝ) : ℂ) • v)
      = inner ℂ u v := by
    rw [inner_smul_left, inner_smul_right, Complex.conj_ofReal, ← mul_assoc,
      ← Complex.ofReal_mul, hrs, Complex.ofReal_one, one_mul]
  refine (sq_eq_sq₀ (norm_nonneg _) (norm_nonneg _)).mp ?_
  rw [norm_add_sq (𝕜 := ℂ), norm_add_sq (𝕜 := ℂ) u v, hin, norm_rescale hu v,
    norm_rescale hv u]
  ring

/-- A nonzero continuous projector has operator norm at least one. -/
theorem one_le_norm {P : H →L[ℂ] H} (hP : IsIdempotentElem P) (h0 : P ≠ 0) :
    1 ≤ ‖P‖ := by
  have h := norm_mul_le P P
  rw [hP.eq] at h
  have hpos : 0 < ‖P‖ := norm_pos_iff.mpr h0
  nlinarith

/-- The norm of a projector other than the identity is at most the norm of the
complementary projector. -/
theorem norm_le_norm_one_sub {P : H →L[ℂ] H} (hP : IsIdempotentElem P) (h1 : P ≠ 1) :
    ‖P‖ ≤ ‖1 - P‖ := by
  have hPP : ∀ x, P (P x) = P x := fun x => DFunLike.congr_fun hP.eq x
  have hQ : 1 ≤ ‖1 - P‖ := one_le_norm hP.one_sub (sub_ne_zero.mpr h1.symm)
  refine P.opNorm_le_bound (norm_nonneg _) fun x => ?_
  by_cases hu : P x = 0
  · rw [hu, norm_zero]
    positivity
  by_cases hv : x - P x = 0
  · rw [← sub_eq_zero.mp hv]
    exact le_mul_of_one_le_left (norm_nonneg x) hQ
  -- apply the complementary projector to the vector with exchanged lengths
  have key := (1 - P).le_opNorm (((‖x - P x‖ / ‖P x‖ : ℝ) : ℂ) • P x
    + ((‖P x‖ / ‖x - P x‖ : ℝ) : ℂ) • (x - P x))
  have hy : (1 - P) (((‖x - P x‖ / ‖P x‖ : ℝ) : ℂ) • P x
      + ((‖P x‖ / ‖x - P x‖ : ℝ) : ℂ) • (x - P x))
      = ((‖P x‖ / ‖x - P x‖ : ℝ) : ℂ) • (x - P x) := by
    have hsub : ∀ y : H, (1 - P) y = y - P y := fun _ => rfl
    rw [hsub]
    rw [map_add, map_smul, map_smul, map_sub, hPP, sub_self, smul_zero, add_zero,
      add_sub_cancel_left]
  rw [hy, norm_rescale hv (P x), norm_exchange hu hv, add_sub_cancel] at key
  exact key

/-- A continuous projector other than `0` and `1` has the same operator norm as its complementary
projector. -/
theorem norm_eq_norm_one_sub {P : H →L[ℂ] H} (hP : IsIdempotentElem P)
    (h0 : P ≠ 0) (h1 : P ≠ 1) : ‖P‖ = ‖1 - P‖ := by
  have h := norm_le_norm_one_sub hP.one_sub (fun h => h0 (sub_eq_self.mp h))
  rw [sub_sub_cancel] at h
  exact le_antisymm (norm_le_norm_one_sub hP h1) h

/-- The norm of `P` bounds the overlap between a vector `u` that `P` keeps and a
vector `v` that `P` annihilates. -/
theorem overlap_bound (P : H →L[ℂ] H) {u v : H} (hu : P u = u) (hv : P v = 0) :
    ‖P‖ ^ 2 * ‖inner ℂ u v‖ ^ 2 ≤ (‖P‖ ^ 2 - 1) * (‖u‖ ^ 2 * ‖v‖ ^ 2) := by
  by_cases hv0 : v = 0
  · simp [hv0]
  have hpos : 0 < ‖v‖ ^ 2 := pow_pos (norm_pos_iff.mpr hv0) 2
  -- remove from `u` its component along `v`, without dividing
  have hin : inner ℂ (((‖v‖ ^ 2 : ℝ) : ℂ) • u) (conj (inner ℂ u v) • v)
      = ((‖v‖ ^ 2 * ‖inner ℂ u v‖ ^ 2 : ℝ) : ℂ) := by
    rw [inner_smul_left, inner_smul_right, Complex.conj_ofReal, Complex.conj_mul',
      ← Complex.ofReal_pow, ← Complex.ofReal_mul]
  have hre : RCLike.re (inner ℂ (((‖v‖ ^ 2 : ℝ) : ℂ) • u) (conj (inner ℂ u v) • v))
      = ‖v‖ ^ 2 * ‖inner ℂ u v‖ ^ 2 := by
    rw [hin]
    exact Complex.ofReal_re _
  have hn : ‖((‖v‖ ^ 2 : ℝ) : ℂ) • u‖ = ‖v‖ ^ 2 * ‖u‖ := by
    rw [norm_smul, Complex.norm_real, Real.norm_of_nonneg (sq_nonneg _)]
  have hw : ‖((‖v‖ ^ 2 : ℝ) : ℂ) • u - conj (inner ℂ u v) • v‖ ^ 2
      = ‖v‖ ^ 2 * (‖v‖ ^ 2 * ‖u‖ ^ 2 - ‖inner ℂ u v‖ ^ 2) := by
    rw [norm_sub_sq (𝕜 := ℂ), hre, hn, norm_smul, RCLike.norm_conj]
    ring
  have hb := P.le_opNorm (((‖v‖ ^ 2 : ℝ) : ℂ) • u - conj (inner ℂ u v) • v)
  rw [map_sub, map_smul, map_smul, hu, hv, smul_zero, sub_zero, hn] at hb
  have hs := pow_le_pow_left₀ (by positivity) hb 2
  rw [mul_pow ‖P‖, hw] at hs
  refine le_of_mul_le_mul_left ?_ hpos
  nlinarith

/-- A nonzero projector has norm one exactly when its range and its kernel are
orthogonal. -/
theorem norm_eq_one_iff {P : H →L[ℂ] H} (hP : IsIdempotentElem P) (h0 : P ≠ 0) :
    ‖P‖ = 1 ↔ ∀ u v, P u = u → P v = 0 → inner ℂ u v = 0 := by
  have hPP : ∀ x, P (P x) = P x := fun x => DFunLike.congr_fun hP.eq x
  constructor
  · intro h u v hu hv
    have hb := overlap_bound P hu hv
    rw [h] at hb
    have h2 : ‖inner ℂ u v‖ ^ 2 ≤ 0 := by linarith
    exact norm_eq_zero.mp
      ((pow_eq_zero_iff two_ne_zero).mp (le_antisymm h2 (sq_nonneg _)))
  · intro ho
    refine le_antisymm (P.opNorm_le_bound zero_le_one fun x => ?_) (one_le_norm hP h0)
    -- Pythagoras for the two components of `x`
    have h := ho (P x) (x - P x) (hPP x) (by rw [map_sub, hPP, sub_self])
    have e := norm_add_sq (𝕜 := ℂ) (P x) (x - P x)
    rw [h, add_sub_cancel, map_zero] at e
    nlinarith [norm_nonneg x, norm_nonneg (P x), sq_nonneg ‖x - P x‖]

/-- The operator `|a⟩⟨b|`, which sends `x` to `⟨b, x⟩ a`. -/
def ketBra (a b : H) : H →L[ℂ] H := (innerSL ℂ b).smulRight a

/-- The norm of `|a⟩⟨b|` is the product of the lengths of `a` and `b`. -/
lemma norm_ketBra (a b : H) : ‖ketBra a b‖ = ‖b‖ * ‖a‖ := by
  rw [ketBra, ContinuousLinearMap.norm_smulRight_apply, innerSL_apply_norm]

/-- If `⟨b, a⟩ = 1` and some nonzero `c` is orthogonal to `b`, then `|a⟩⟨b|` is a
projector different from `0` and `1`. -/
theorem ketBra_projector {a b c : H} (hab : inner ℂ b a = 1) (hc : c ≠ 0)
    (hbc : inner ℂ b c = 0) :
    IsIdempotentElem (ketBra a b) ∧ ketBra a b ≠ 0 ∧ ketBra a b ≠ 1 := by
  refine ⟨?_, fun h => ?_, fun h => ?_⟩
  · change ketBra a b * ketBra a b = ketBra a b
    refine ContinuousLinearMap.ext fun x => ?_
    change inner ℂ b (inner ℂ b x • a) • a = inner ℂ b x • a
    rw [inner_smul_right, hab, mul_one]
  · have ha : inner ℂ b a • a = 0 := DFunLike.congr_fun h a
    rw [hab, one_smul] at ha
    simp [ha] at hab
  · have h' : inner ℂ b c • a = c := DFunLike.congr_fun h c
    rw [hbc, zero_smul] at h'
    exact hc h'.symm

/-- For a biorthonormal pair `⟨b, a⟩ = 1` and a nonzero `c` orthogonal to `b`, the
projector `1 - |a⟩⟨b|` has norm `‖b‖ ‖a‖`. -/
theorem norm_one_sub_ketBra {a b c : H} (hab : inner ℂ b a = 1) (hc : c ≠ 0)
    (hbc : inner ℂ b c = 0) : ‖1 - ketBra a b‖ = ‖b‖ * ‖a‖ := by
  obtain ⟨hP, h0, h1⟩ := ketBra_projector hab hc hbc
  rw [← norm_eq_norm_one_sub hP h0 h1, norm_ketBra]

/-- The projector on `ℂ²` that sends `(x, y)` to `(x + t y, 0)`, for real `t`. -/
def skewProj (t : ℝ) : EuclideanSpace ℂ (Fin 2) →L[ℂ] EuclideanSpace ℂ (Fin 2) :=
  ketBra !₂[(1 : ℂ), 0] !₂[(1 : ℂ), (t : ℂ)]

/-- The map `skewProj t` is a projector different from `0` and `1`, and its squared
norm is `1 + t²`. -/
theorem skewProj_witness (t : ℝ) :
    (IsIdempotentElem (skewProj t) ∧ skewProj t ≠ 0 ∧ skewProj t ≠ 1) ∧
      ‖skewProj t‖ ^ 2 = 1 + t ^ 2 := by
  constructor
  · refine ketBra_projector (c := !₂[-(t : ℂ), 1]) ?_ (fun h => ?_) ?_
    · simp [PiLp.inner_apply, Fin.sum_univ_two]
    · have h' := congrArg (fun x : EuclideanSpace ℂ (Fin 2) => x 1) h
      simp at h'
    · simp [PiLp.inner_apply, Fin.sum_univ_two]
  · rw [skewProj, norm_ketBra, mul_pow, EuclideanSpace.norm_sq_eq,
      EuclideanSpace.norm_sq_eq]
    simp [Fin.sum_univ_two]

end

end ObliqueProjectorNorm
```

```lean
#print axioms ObliqueProjectorNorm.norm_eq_norm_one_sub
#print axioms ObliqueProjectorNorm.norm_eq_one_iff
#print axioms ObliqueProjectorNorm.norm_one_sub_ketBra
```

```
'ObliqueProjectorNorm.norm_eq_norm_one_sub' depends on axioms: [propext, Classical.choice, Quot.sound]
'ObliqueProjectorNorm.norm_eq_one_iff' depends on axioms: [propext, Classical.choice, Quot.sound]
'ObliqueProjectorNorm.norm_one_sub_ketBra' depends on axioms: [propext, Classical.choice, Quot.sound]
```

## What the hypotheses cover, and how the proof runs

`H →L[ℂ] H` is the type of continuous linear maps, `IsIdempotentElem P` says $P^2=P$, and `1` is the identity map. `H` may be infinite-dimensional and need not be complete. The inner product is conjugate-linear in its first slot. The range enters as the vectors with `P u = u`, the kernel as those with `P v = 0`.

`norm_exchange` is the length exchange. `norm_le_norm_one_sub` treats the two degenerate cases, then applies `le_opNorm` to the exchanged vector; `norm_eq_norm_one_sub` uses it for both projectors. `overlap_bound` follows the calculation with $w$, and `norm_eq_one_iff` adds Pythagoras. `skewProj_witness` gives $\|P\|^2=1+t^2$ for the family containing the opening example, at $t=\tfrac34$.

The theorems concern exact maps and worst-case amplification, not rounding error or the accuracy of computed eigenvectors. The norm belongs to the chosen inner product: for coefficients in a non-orthogonal basis, the Euclidean matrix norm is generally a different number.

Another model would start from two complementary subspaces and construct $P$. Continuity would then need an argument, such as closedness of both subspaces in a complete space; here it is part of the type of `P`.
